# For m > 0, the integral of m²/(4(k² + m²)²) over the momentum line is π/(8m)

The theorem `weight1D_eq` takes a mass m > 0 and integrates m²/(4(k² + m²)²), the file's `profile` at d = 1, over all real momenta k, with the value π/(8m). The integrand is a quarter of the squared k-derivative of the mixing angle arctan(k/m), and the file's comment calls the result the integrated metric on the line. The momentum is unbounded and the integral carries no factor 1/(2π). The attempt gives an explicit antiderivative `F`, proves the integrand integrable by comparison with a Lorentzian, and subtracts the limits of `F` at the two ends of the line.

An attempt in Lean 4 with a fault in it:

```lean
import Mathlib

open Filter Topology MeasureTheory Matrix
open scoped Real

namespace Weight1DEq

noncomputable section

/-- A radial profile in `d` dimensions, for `(k, m) ≠ (0, 0)`. -/
def profile (d m k : ℝ) : ℝ := ((d - 1) * k ^ 2 + d * m ^ 2) / (4 * (k ^ 2 + m ^ 2) ^ 2)

/-- The profile integrated over the momentum line, for `m ≠ 0`. -/
def weight1D (m : ℝ) : ℝ := ∫ k : ℝ, profile 1 m k

/-- The squared energy `k² + m²` has derivative `2k`. -/
theorem hasDerivAt_energy_sq (m k : ℝ) :
    HasDerivAt (fun x : ℝ => x ^ 2 + m ^ 2) (2 * k) k := by
  simpa using (hasDerivAt_pow 2 k).add_const (m ^ 2)

/-- For `m > 0` the mixing angle `arctan (k/m)` has derivative `m/(k² + m²)`. -/
theorem hasDerivAt_angle {m : ℝ} (hm : 0 < m) (k : ℝ) :
    HasDerivAt (fun x : ℝ => Real.arctan (x / m)) (m / (k ^ 2 + m ^ 2)) k := by
  refine ((hasDerivAt_id' k).div_const m).arctan.congr_deriv ?_
  have ha : 1 + (k / m) ^ 2 = (k ^ 2 + m ^ 2) / m ^ 2 := by
    rw [div_pow, add_div, div_self (pow_ne_zero 2 hm.ne'), add_comm]
  rw [ha]
  field_simp

/-- For `m > 0` the integrated metric on the line is `π/(8m)`. -/
theorem weight1D_eq {m : ℝ} (hm : 0 < m) : weight1D m = π / (8 * m) := by
  have hp (k : ℝ) : profile 2 1 m k = m ^ 2 / (4 * (k ^ 2 + m ^ 2) ^ 2) := by
    rw [profile, div_eq_div_iff (by positivity) (by positivity)]
    ring
  have ha (k : ℝ) : 1 + (k / m) ^ 2 = (k ^ 2 + m ^ 2) / m ^ 2 := by
    rw [div_pow, add_div, div_self (pow_ne_zero 2 hm.ne'), add_comm]
  let F : ℝ → ℝ := fun k => (k / (k ^ 2 + m ^ 2) + Real.arctan (k / m) / m) / 8
  have hd (k : ℝ) : HasDerivAt F (m ^ 2 / (4 * (k ^ 2 + m ^ 2) ^ 2)) k := by
    have hE : k ^ 2 + m ^ 2 ≠ 0 := by positivity
    have h1 : HasDerivAt (fun x : ℝ => x ^ 2 + m ^ 2) (2 * k) k := by
      simpa using (hasDerivAt_pow 2 k).add_const (m ^ 2)
    have h2 := ((hasDerivAt_id' k).div_const m).arctan
    refine ((((hasDerivAt_id' k).fun_div h1 hE).fun_add
      (h2.div_const m)).div_const 8).congr_deriv ?_
    rw [ha]
    field_simp
    ring
  -- comparison with a Lorentzian
  have hi : Integrable (fun k : ℝ => m ^ 2 / (4 * (k ^ 2 + m ^ 2) ^ 2)) := by
    have hc : Continuous (fun k : ℝ => m ^ 2 / (4 * (k ^ 2 + m ^ 2) ^ 2)) :=
      Continuous.div (by fun_prop) (by fun_prop) fun k => by positivity
    refine ((integrable_inv_one_add_sq.comp_div hm.ne').const_mul (1 / (4 * m ^ 2))).mono'
      hc.aestronglyMeasurable (ae_of_all _ fun k => ?_)
    have e : 1 / (4 * m ^ 2) * (1 + (k / m) ^ 2)⁻¹ = 1 / (4 * (k ^ 2 + m ^ 2)) := by
      rw [ha]
      field_simp
    rw [e, Real.norm_of_nonneg (by positivity), div_le_div_iff₀ (by positivity) (by positivity)]
    nlinarith [mul_nonneg (sq_nonneg k) (by positivity : 0 ≤ k ^ 2 + m ^ 2)]
  have ht : Tendsto F atTop (𝓝 (π / (16 * m))) := by
    have h1 : Tendsto (fun k : ℝ => k / (k ^ 2 + m ^ 2)) atTop (𝓝 0) := by
      refine squeeze_zero' ?_ ?_ tendsto_inv_atTop_zero
      · filter_upwards [eventually_gt_atTop 0] with k hk
        positivity
      · filter_upwards [eventually_gt_atTop 0] with k hk
        rw [inv_eq_one_div, div_le_div_iff₀ (by positivity) hk]
        nlinarith [sq_nonneg m]
    have h2 := (Real.tendsto_arctan_atTop.mono_right nhdsWithin_le_nhds).comp
      (tendsto_id.atTop_div_const hm)
    convert (h1.add (h2.div_const m)).div_const 8 using 2
    field_simp
    ring
  have hb : Tendsto F atBot (𝓝 (-(π / (16 * m)))) := by
    refine (ht.comp tendsto_neg_atBot_atTop).neg.congr fun k => ?_
    simp only [F, Function.comp_apply, neg_sq, neg_div, Real.arctan_neg]
    ring
  simp only [weight1D, hp]
  rw [integral_of_hasDerivAt_of_tendsto hd hi hb ht]
  field_simp
  ring

end

end Weight1DEq
```

Compiling this gives:

```
Main.lean:32:20: error: Function expected at
  profile 2 1 m
but this term has type
  ℝ

Note: Expected a function because this term is being applied to the argument
  k
Main.lean:33:8: error: Failed to rewrite using equation theorems for `profile`
Try this:
  [apply] ring_nf
  
  The `ring` tactic failed to close the goal. Use `ring_nf` to obtain a normal form.
    
  Note that `ring` works primarily in *commutative* rings. If you have a noncommutative ring, abelian group or module, consider using `noncomm_ring`, `abel` or `module` instead.
Main.lean:59:50: error: unsolved goals
case e'_3
m : ℝ
hm : 0 < m
hp : ∀ (k : ℝ), sorry = m ^ 2 / (4 * (k ^ 2 + m ^ 2) ^ 2)
ha : ∀ (k : ℝ), 1 + (k / m) ^ 2 = (k ^ 2 + m ^ 2) / m ^ 2
F : ℝ → ℝ := fun k => (k / (k ^ 2 + m ^ 2) + Real.arctan (k / m) / m) / 8
hd : ∀ (k : ℝ), HasDerivAt F (m ^ 2 / (4 * (k ^ 2 + m ^ 2) ^ 2)) k
hi : Integrable (fun k => m ^ 2 / (4 * (k ^ 2 + m ^ 2) ^ 2)) volume
h1 : Tendsto (fun k => k / (k ^ 2 + m ^ 2)) atTop (𝓝 0)
h2 : Tendsto (Real.arctan ∘ fun x => id x / m) atTop (𝓝 (π / 2))
x✝ : ℝ
⊢ F x✝ * m * x✝ ^ 2 * 8 + F x✝ * m ^ 3 * 8 =
    m * x✝ + m ^ 2 * (Real.arctan ∘ fun x => id x * m⁻¹) x✝ + x✝ ^ 2 * (Real.arctan ∘ fun x => id x * m⁻¹) x✝

case e'_5
m : ℝ
hm : 0 < m
hp : ∀ (k : ℝ), sorry = m ^ 2 / (4 * (k ^ 2 + m ^ 2) ^ 2)
ha : ∀ (k : ℝ), 1 + (k / m) ^ 2 = (k ^ 2 + m ^ 2) / m ^ 2
F : ℝ → ℝ := fun k => (k / (k ^ 2 + m ^ 2) + Real.arctan (k / m) / m) / 8
hd : ∀ (k : ℝ), HasDerivAt F (m ^ 2 / (4 * (k ^ 2 + m ^ 2) ^ 2)) k
hi : Integrable (fun k => m ^ 2 / (4 * (k ^ 2 + m ^ 2) ^ 2)) volume
h1 : Tendsto (fun k => k / (k ^ 2 + m ^ 2)) atTop (𝓝 0)
h2 : Tendsto (Real.arctan ∘ fun x => id x / m) atTop (𝓝 (π / 2))
⊢ π / (16 * m) = (0 + π / 2 / m) / 8
Main.lean:77:6: error: Tactic `rewrite` failed: Did not find an occurrence of the pattern
  ∫ (x : ℝ), m ^ 2 / (4 * (x ^ 2 + m ^ 2) ^ 2)
in the target expression
  ∫ (k : ℝ), profile 1 m k = π / (8 * m)

m : ℝ
hm : 0 < m
hp : ∀ (k : ℝ), sorry = m ^ 2 / (4 * (k ^ 2 + m ^ 2) ^ 2)
ha : ∀ (k : ℝ), 1 + (k / m) ^ 2 = (k ^ 2 + m ^ 2) / m ^ 2
F : ℝ → ℝ := fun k => (k / (k ^ 2 + m ^ 2) + Real.arctan (k / m) / m) / 8
hd : ∀ (k : ℝ), HasDerivAt F (m ^ 2 / (4 * (k ^ 2 + m ^ 2) ^ 2)) k
hi : Integrable (fun k => m ^ 2 / (4 * (k ^ 2 + m ^ 2) ^ 2)) volume
ht : Tendsto F atTop (𝓝 (π / (16 * m)))
hb : Tendsto F atBot (𝓝 (-(π / (16 * m))))
⊢ ∫ (k : ℝ), profile 1 m k = π / (8 * m)
Main.lean:76:23: warning: This simp argument is unused:
  hp

Hint: Omit it from the simp argument list.
  [apply] simp only [weight1D]

Note: This linter can be disabled with `set_option linter.unusedSimpArgs false`
```

Fix (accepted with no message):

```diff
@@ -30,32 +30,14 @@
 /-- For `m > 0` the integrated metric on the line is `π/(8m)`. -/
 theorem weight1D_eq {m : ℝ} (hm : 0 < m) : weight1D m = π / (8 * m) := by
-  have hp (k : ℝ) : profile 2 1 m k = m ^ 2 / (4 * (k ^ 2 + m ^ 2) ^ 2) := by
-    rw [profile, div_eq_div_iff (by positivity) (by positivity)]
-    ring
-  have ha (k : ℝ) : 1 + (k / m) ^ 2 = (k ^ 2 + m ^ 2) / m ^ 2 := by
-    rw [div_pow, add_div, div_self (pow_ne_zero 2 hm.ne'), add_comm]
-  let F : ℝ → ℝ := fun k => (k / (k ^ 2 + m ^ 2) + Real.arctan (k / m) / m) / 8
-  have hd (k : ℝ) : HasDerivAt F (m ^ 2 / (4 * (k ^ 2 + m ^ 2) ^ 2)) k := by
+  have hd (k : ℝ) : HasDerivAt (fun k : ℝ => (k / (k ^ 2 + m ^ 2) + Real.arctan (k / m) / m) / 8)
+      (profile 1 m k) k := by
     have hE : k ^ 2 + m ^ 2 ≠ 0 := by positivity
-    have h1 : HasDerivAt (fun x : ℝ => x ^ 2 + m ^ 2) (2 * k) k := by
-      simpa using (hasDerivAt_pow 2 k).add_const (m ^ 2)
-    have h2 := ((hasDerivAt_id' k).div_const m).arctan
-    refine ((((hasDerivAt_id' k).fun_div h1 hE).fun_add
-      (h2.div_const m)).div_const 8).congr_deriv ?_
-    rw [ha]
+    refine ((((hasDerivAt_id' k).fun_div (hasDerivAt_energy_sq m k) hE).fun_add
+      ((hasDerivAt_angle hm k).div_const m)).div_const 8).congr_deriv ?_
+    simp only [profile]
     field_simp
     ring
-  -- comparison with a Lorentzian
-  have hi : Integrable (fun k : ℝ => m ^ 2 / (4 * (k ^ 2 + m ^ 2) ^ 2)) := by
-    have hc : Continuous (fun k : ℝ => m ^ 2 / (4 * (k ^ 2 + m ^ 2) ^ 2)) :=
-      Continuous.div (by fun_prop) (by fun_prop) fun k => by positivity
-    refine ((integrable_inv_one_add_sq.comp_div hm.ne').const_mul (1 / (4 * m ^ 2))).mono'
-      hc.aestronglyMeasurable (ae_of_all _ fun k => ?_)
-    have e : 1 / (4 * m ^ 2) * (1 + (k / m) ^ 2)⁻¹ = 1 / (4 * (k ^ 2 + m ^ 2)) := by
-      rw [ha]
-      field_simp
-    rw [e, Real.norm_of_nonneg (by positivity), div_le_div_iff₀ (by positivity) (by positivity)]
-    nlinarith [mul_nonneg (sq_nonneg k) (by positivity : 0 ≤ k ^ 2 + m ^ 2)]
-  have ht : Tendsto F atTop (𝓝 (π / (16 * m))) := by
+  have ht : Tendsto (fun k : ℝ => (k / (k ^ 2 + m ^ 2) + Real.arctan (k / m) / m) / 8)
+      atTop (𝓝 (π / (16 * m))) := by
     have h1 : Tendsto (fun k : ℝ => k / (k ^ 2 + m ^ 2)) atTop (𝓝 0) := by
       refine squeeze_zero' ?_ ?_ tendsto_inv_atTop_zero
@@ -67,14 +49,13 @@
     have h2 := (Real.tendsto_arctan_atTop.mono_right nhdsWithin_le_nhds).comp
       (tendsto_id.atTop_div_const hm)
-    convert (h1.add (h2.div_const m)).div_const 8 using 2
-    field_simp
-    ring
-  have hb : Tendsto F atBot (𝓝 (-(π / (16 * m)))) := by
-    refine (ht.comp tendsto_neg_atBot_atTop).neg.congr fun k => ?_
-    simp only [F, Function.comp_apply, neg_sq, neg_div, Real.arctan_neg]
-    ring
-  simp only [weight1D, hp]
-  rw [integral_of_hasDerivAt_of_tendsto hd hi hb ht]
-  field_simp
+    rw [show π / (16 * m) = (0 + π / 2 / m) / 8 by ring]
+    exact (h1.add (h2.div_const m)).div_const 8
+  -- the integrand is even, so the half line suffices
+  have e : weight1D m = ∫ k : ℝ, profile 1 m |k| := by simp only [weight1D, profile, sq_abs]
+  rw [e, integral_comp_abs (f := profile 1 m),
+    integral_Ioi_of_hasDerivAt_of_nonneg' (fun k _ => hd k) (fun k _ => by
+      rw [profile, sub_self, zero_mul]
+      positivity) ht]
+  simp only [zero_div, Real.arctan_zero, add_zero, sub_zero]
   ring
 
```

What went wrong. `profile` takes three arguments, but `hp` gives it four. `profile 2 1 m` is already a real number and can't be applied to `k`. The left side of `hp` becomes `sorry`, so `rw [profile]` finds nothing to unfold there, and later `simp only` can't use `hp` and the last `rw` doesn't find its integral. The repair drops `hp` and states the derivative in `hd` as `profile 1 m k` itself.

The limit at +∞ fails separately. `convert … using 2` leaves two goals, one for the function and one for the limit value. `field_simp` and `ring` work only on the first, where they don't unfold `F` or the composition with `Real.arctan`, and the second is never touched. The repair rewrites the value as `(0 + π / 2 / m) / 8`, and `exact` then accepts the functions as equal by definition.

The rest is simplification. The integrand is even and nonnegative, so the new proof doubles the half-line integral and needs neither the integrability proof nor the limit at −∞. Reusing the two earlier derivative lemmas is tidying.
